# One neighbour shifts an Ising spin's heat-bath probability by at most tanh|J|

To bound the time that a heat-bath simulation of an Ising model needs to forget its starting configuration, one can run two copies with the same random numbers. Each update draws one number $r$ uniformly from $[0,1]$ and sets the chosen spin up in a copy if $r$ is below that copy's probability $p$ of "up". If the two probabilities are $p$ and $p'$, the updated spins differ with probability $|p-p'|$. Suppose the copies disagree at exactly one neighbour $s=\pm1$ of the chosen spin $\sigma=\pm1$, and the energy of that pair is $-J\sigma s$ in units of $kT$. Then $|p-p'|$ is at most $\tanh|J|$, whatever values the other neighbours have in common. This bound concerns a single update of a classical spin with finitely many neighbours; a convergence rate for the whole chain takes a further argument.

```lean
import Mathlib

open Finset

namespace HeatBathInfluence

noncomputable section
```

The file loads Mathlib, which supplies the real hyperbolic functions and finite sums, and collects its own results under the name `HeatBathInfluence`.

```lean
/-- Heat-bath probability of setting an Ising spin up in the local field `h`,
with energies in units of the temperature. -/
def probUp (h : ℝ) : ℝ := Real.exp h / (Real.exp h + Real.exp (-h))
```

A spin $\sigma=\pm1$ in a local field $h$ has energy $-h\sigma$ in units of $kT$, so its Boltzmann weights are $e^{h}$ and $e^{-h}$. The definition `probUp` is the normalised weight of "up",
$$p(h)=\frac{e^{h}}{e^{h}+e^{-h}}.$$
Temperature does not appear separately, because it is absorbed into $h$.

```lean
/-- Local field on a spin: external field `b` plus the couplings `J j` times the
neighbouring spins `s j`. -/
def localField {ι : Type*} [Fintype ι] (b : ℝ) (J s : ι → ℝ) : ℝ :=
  b + ∑ j, J j * s j
```

The local field is $h=b+\sum_j J_j s_j$, with external field $b$. The type `ι` is a finite set of labels for the neighbours, and `J` and `s` assign a real number to each label. The couplings may have either sign and may differ from one another. Nothing here forces $s_j=\pm1$; that condition is added where it is needed.

Another way to model this would give the neighbours a type whose only values are $\pm1$. The last theorem would then lose its two hypotheses about spin values, while the one-neighbour theorem would no longer cover arbitrary real values of the other spins, as it does now.

```lean
/-- The heat-bath probability is `(1 + tanh h) / 2`. -/
theorem probUp_eq (h : ℝ) : probUp h = (1 + Real.tanh h) / 2 := by
  unfold probUp
  rw [Real.tanh_eq_sinh_div_cosh, Real.sinh_eq, Real.cosh_eq]
  have hu := Real.exp_pos h
  have hv := Real.exp_pos (-h)
  generalize Real.exp (-h) = v at *
  generalize Real.exp h = u at *
  have huv : u + v ≠ 0 := by positivity
  field_simp
  ring
```

A theorem in Lean has a name, its variables, a colon, the statement, and after `:= by` the proof. This one says $p(h)=(1+\tanh h)/2$, so the mean value $2p-1$ of the spin, called its magnetisation in the comments of the code, is $\tanh h$. With $u=e^{h}$ and $v=e^{-h}$,
$$\frac12\left(1+\frac{u-v}{u+v}\right)=\frac{u}{u+v}.$$
The proof does the same: `generalize` renames the exponentials, `field_simp` clears the denominators, and `ring` checks the remaining algebra.

```lean
/-- Exact response of half the magnetisation when a field `J` is reversed on top of
a background field `a`. -/
theorem half_tanh_sub (a J : ℝ) :
    (Real.tanh (a + J) - Real.tanh (a - J)) / 2
      = Real.sinh J * Real.cosh J / (Real.cosh J ^ 2 + Real.sinh a ^ 2) := by
  have h1 := Real.cosh_sq a
  have h2 := Real.cosh_sq J
  -- the common denominator of the two fractions `sinh / cosh`
  have den : Real.cosh (a + J) * Real.cosh (a - J)
      = Real.cosh J ^ 2 + Real.sinh a ^ 2 := by
    rw [Real.cosh_add, Real.cosh_sub]
    linear_combination Real.cosh J ^ 2 * h1 + Real.sinh a ^ 2 * h2
  have num : Real.sinh (a + J) * Real.cosh (a - J)
      - Real.cosh (a + J) * Real.sinh (a - J) = 2 * (Real.sinh J * Real.cosh J) := by
    rw [Real.cosh_add, Real.cosh_sub, Real.sinh_add, Real.sinh_sub]
    linear_combination 2 * Real.sinh J * Real.cosh J * h1
  rw [Real.tanh_eq_sinh_div_cosh, Real.tanh_eq_sinh_div_cosh,
    div_sub_div _ _ (Real.cosh_pos _).ne' (Real.cosh_pos _).ne', num, den]
  ring
```

Let $a$ be the field from everything except one neighbour. That neighbour contributes $+J$ or $-J$, and the exact response is
$$\frac{\tanh(a+J)-\tanh(a-J)}{2}=\frac{\sinh J\cosh J}{\cosh^2J+\sinh^2a}.$$

By hand, put the two fractions $\sinh/\cosh$ over a common denominator. The addition theorems turn that denominator into
$$\begin{aligned}\cosh(a+J)\cosh(a-J)&=\cosh^2a\cosh^2J-\sinh^2a\sinh^2J\\&=(1+\sinh^2a)\cosh^2J-\sinh^2a(\cosh^2J-1)\\&=\cosh^2J+\sinh^2a.\end{aligned}$$
The numerator is
$$\begin{aligned}&\sinh(a+J)\cosh(a-J)-\cosh(a+J)\sinh(a-J)\\&\quad=2\sinh J\cosh J\,(\cosh^2a-\sinh^2a)=2\sinh J\cosh J.\end{aligned}$$
Dividing by 2 gives the claim.

These two computations are the steps `den` and `num`. The tactic `linear_combination` is told which multiples of $\cosh^2=\sinh^2+1$ to use and verifies that the rest cancels.

```lean
/-- Exact gap between `tanh |J|` and the influence of a neighbour with coupling `J`
in the background field `a`. -/
theorem influence_gap (a J : ℝ) :
    Real.tanh |J| - |Real.tanh (a + J) - Real.tanh (a - J)| / 2
      = Real.tanh |J| * (Real.sinh a ^ 2 / (Real.cosh J ^ 2 + Real.sinh a ^ 2)) := by
  have hC := Real.cosh_pos J
  have hD : 0 < Real.cosh J ^ 2 + Real.sinh a ^ 2 := by positivity
  have e : |Real.tanh (a + J) - Real.tanh (a - J)| / 2
      = Real.sinh |J| * Real.cosh J / (Real.cosh J ^ 2 + Real.sinh a ^ 2) := by
    have h2 : |Real.tanh (a + J) - Real.tanh (a - J)| / 2
        = |(Real.tanh (a + J) - Real.tanh (a - J)) / 2| := by
      rw [abs_div, abs_two]
    rw [h2, half_tanh_sub, abs_div, abs_mul, Real.abs_sinh, abs_of_pos hC, abs_of_pos hD]
  rw [e, Real.tanh_eq_sinh_div_cosh, Real.cosh_abs]
  have hC' := hC.ne'
  have hD' := hD.ne'
  field_simp
  ring
```

Write $D=\cosh^2J+\sinh^2a$, which is positive. Since $|\sinh J|=\sinh|J|$ and $\cosh J>0$, the modulus of the response is $\sinh|J|\cosh J/D$. Also $\sinh|J|=\tanh|J|\cosh J$, so
$$\tanh|J|-\frac{\sinh|J|\cosh J}{D}=\tanh|J|\left(1-\frac{\cosh^2J}{D}\right)=\tanh|J|\,\frac{\sinh^2a}{D}.$$
The step `e` computes the modulus, and `field_simp` with `ring` does the subtraction.

For a numerical instance take $a=J=\ln2$. Then $\tanh J=\frac{2-1/2}{2+1/2}=\frac35$. The two fields are $2\ln2$ and $0$, with probabilities $\frac{16}{17}$ and $\frac12$, so the shift is $\frac{15}{34}\approx0.44$, below $0.6$. The gap is $\frac35-\frac{15}{34}=\frac{27}{170}$. The formula agrees: $\sinh^2a=\frac9{16}$ and $\cosh^2J=\frac{25}{16}$ give $\frac35\cdot\frac9{34}=\frac{27}{170}$. With $a=0$ instead, the probabilities are $\frac45$ and $\frac15$, and the shift is exactly $\frac35$.

```lean
/-- Heat-bath influence bound: reversing a field `J` on top of any background `a`
changes half the magnetisation by at most `tanh |J|`. -/
theorem influence_le (a J : ℝ) :
    |Real.tanh (a + J) - Real.tanh (a - J)| / 2 ≤ Real.tanh |J| := by
  have hT : 0 ≤ Real.tanh |J| := by
    rw [Real.tanh_eq_sinh_div_cosh]
    exact div_nonneg (Real.sinh_nonneg_iff.2 (abs_nonneg J)) (Real.cosh_pos _).le
  have hg : 0 ≤ Real.tanh |J|
      * (Real.sinh a ^ 2 / (Real.cosh J ^ 2 + Real.sinh a ^ 2)) := by positivity
  linarith [influence_gap a J]
```

This is the bound
$$\tfrac12|\tanh(a+J)-\tanh(a-J)|\le\tanh|J|$$
for all real $a$ and $J$. Every factor in the gap is nonnegative: `hT` records this for $\tanh|J|$ and `hg` for the whole product. The tactic `linarith` then combines `hg` with the gap identity.

```lean
/-- For a nonzero coupling the influence bound is attained exactly when the
background field vanishes. -/
theorem influence_eq_iff (a : ℝ) {J : ℝ} (hJ : J ≠ 0) :
    |Real.tanh (a + J) - Real.tanh (a - J)| / 2 = Real.tanh |J| ↔ a = 0 := by
  have hT : Real.tanh |J| ≠ 0 := by
    rw [Real.tanh_eq_sinh_div_cosh]
    exact (div_pos (Real.sinh_pos_iff.2 (abs_pos.2 hJ)) (Real.cosh_pos _)).ne'
  have hC := Real.cosh_pos J
  have hD : Real.cosh J ^ 2 + Real.sinh a ^ 2 ≠ 0 := by positivity
  have hg := influence_gap a J
  constructor
  · intro h
    rw [h, sub_self] at hg
    -- the gap vanishes only if `sinh a` does
    have h1 := (mul_eq_zero.1 hg.symm).resolve_left hT
    have h2 := (div_eq_zero_iff.1 h1).resolve_right hD
    exact Real.sinh_eq_zero.1 (pow_eq_zero_iff (two_ne_zero) |>.1 h2)
  · intro h
    have h0 : Real.sinh a = 0 := Real.sinh_eq_zero.2 h
    have hz : Real.tanh |J|
        * (Real.sinh a ^ 2 / (Real.cosh J ^ 2 + Real.sinh a ^ 2)) = 0 := by
      rw [h0]; simp
    linarith
```

For $J\ne0$ the bound is an equality exactly when $a=0$. The hypothesis `hJ` excludes $J=0$, where both sides vanish for every $a$.

By hand, equality means that $\tanh|J|\,\sinh^2a/D=0$. Since $\tanh|J|$ and $D$ are nonzero, $\sinh a=0$, and hence $a=0$. Conversely, $a=0$ makes the gap zero. The symbol `↔` means "if and only if", and `constructor` splits it into these two directions. A neighbour thus has its greatest influence on a spin that feels no other field; a background field of either sign weakens it.

```lean
/-- A difference of heat-bath probabilities is half the difference of magnetisations. -/
theorem abs_probUp_sub (x y : ℝ) :
    |probUp x - probUp y| = |Real.tanh x - Real.tanh y| / 2 := by
  have h : probUp x - probUp y = (Real.tanh x - Real.tanh y) / 2 := by
    rw [probUp_eq, probUp_eq]; ring
  rw [h, abs_div, abs_two]
```

Subtracting two copies of $p(h)=(1+\tanh h)/2$ cancels the constant:
$$|p(x)-p(y)|=\tfrac12|\tanh x-\tanh y|.$$
This carries the scalar results over to probabilities.

```lean
/-- Flipping neighbour `k` shifts the heat-bath probability by at most `tanh |J k|`;
for `J k ≠ 0` this is attained exactly when the field from all other sources is zero. -/
theorem neighbour_influence {ι : Type*} [Fintype ι] [DecidableEq ι]
    (b : ℝ) (J s : ι → ℝ) (k : ι) :
    |probUp (localField b J (Function.update s k 1))
        - probUp (localField b J (Function.update s k (-1)))| ≤ Real.tanh |J k| ∧
    (J k ≠ 0 →
      (|probUp (localField b J (Function.update s k 1))
          - probUp (localField b J (Function.update s k (-1)))| = Real.tanh |J k|
        ↔ b + ∑ j ∈ univ.erase k, J j * s j = 0)) := by
  -- separate the contribution of neighbour `k` from the rest
  have split (x : ℝ) : localField b J (Function.update s k x)
      = (b + ∑ j ∈ univ.erase k, J j * s j) + J k * x := by
    have hs : ∑ j ∈ univ.erase k, J j * Function.update s k x j
        = ∑ j ∈ univ.erase k, J j * s j := by
      refine Finset.sum_congr rfl fun j hj => ?_
      rw [Function.update_of_ne (Finset.ne_of_mem_erase hj)]
    unfold localField
    rw [← Finset.add_sum_erase univ _ (Finset.mem_univ k), hs, Function.update_self]
    ring
  rw [split, split, abs_probUp_sub, mul_one, mul_neg_one, ← sub_eq_add_neg]
  exact ⟨influence_le _ _, fun hk => influence_eq_iff _ hk⟩
```

Here the bound is stated for a spin among its neighbours. The expression `Function.update s k 1` is the configuration `s` with neighbour $k$ set to $+1$ and all others unchanged; the second configuration sets it to $-1$. The symbol `∧` joins two claims. The first is that the two probabilities differ by at most $\tanh|J_k|$. The second is that, for $J_k\ne0$, this value is attained exactly when
$$a_k=b+\sum_{j\ne k}J_js_j=0.$$
In Lean the sum without $k$ runs over `univ.erase k`. If $k$ is the only neighbour, the sum is empty and the condition is $b=0$.

The argument is that the two local fields are $a_k+J_k$ and $a_k-J_k$. The step `split` proves this by taking the $k$ term out of the sum and observing that the update leaves the other terms alone. The last line applies the scalar bound and its equality case with $a=a_k$ and $J=J_k$.

```lean
/-- For two configurations of neighbouring Ising spins, the heat-bath probabilities
differ by at most `tanh` of the total coupling strength to the spins that disagree. -/
theorem configuration_influence {ι : Type*} [Fintype ι] (b : ℝ) (J s t : ι → ℝ)
    (hs : ∀ j, s j = 1 ∨ s j = -1) (ht : ∀ j, t j = 1 ∨ t j = -1) :
    |probUp (localField b J s) - probUp (localField b J t)|
      ≤ Real.tanh (∑ j ∈ univ.filter (fun j => s j ≠ t j), |J j|) := by
  have mono {x y : ℝ} (hxy : x ≤ y) : Real.tanh x ≤ Real.tanh y := by
    have h := half_tanh_sub ((x + y) / 2) ((y - x) / 2)
    rw [show (x + y) / 2 + (y - x) / 2 = y by ring,
      show (x + y) / 2 - (y - x) / 2 = x by ring] at h
    have h1 : 0 ≤ Real.sinh ((y - x) / 2) := Real.sinh_nonneg_iff.2 (by linarith)
    have h2 := Real.cosh_pos ((y - x) / 2)
    have h3 : 0 ≤ (Real.tanh y - Real.tanh x) / 2 := by rw [h]; positivity
    linarith
  -- only disagreeing neighbours change the local field
  have hfield : |localField b J s - localField b J t|
      ≤ 2 * ∑ j ∈ univ.filter (fun j => s j ≠ t j), |J j| := by
    have hd : localField b J s - localField b J t = ∑ j, J j * (s j - t j) := by
      simp only [localField, mul_sub, Finset.sum_sub_distrib]
      ring
    rw [hd, Finset.sum_filter, Finset.mul_sum]
    refine (Finset.abs_sum_le_sum_abs _ _).trans (Finset.sum_le_sum fun j _ => ?_)
    by_cases h : s j = t j
    · simp [h]
    · have h2 : |s j - t j| ≤ 2 := by
        rcases hs j with h | h <;> rcases ht j with h' | h' <;> rw [h, h'] <;> norm_num
      rw [if_pos h, abs_mul]
      nlinarith [abs_nonneg (J j)]
  -- apply the scalar bound around the midpoint of the two fields
  generalize localField b J s = x at *
  generalize localField b J t = y at *
  have h := influence_le ((x + y) / 2) ((x - y) / 2)
  rw [show (x + y) / 2 + (x - y) / 2 = x by ring,
    show (x + y) / 2 - (x - y) / 2 = y by ring] at h
  rw [abs_probUp_sub]
  refine h.trans (mono ?_)
  rw [abs_div, abs_two]
  linarith

end

end HeatBathInfluence
```

Now the two neighbour configurations $s$ and $t$ are arbitrary, and `hs` and `ht` say that every entry is $\pm1$. Let $K=\sum_{j:\,s_j\ne t_j}|J_j|$ be the total coupling strength to the neighbours that disagree. The theorem says that the probabilities differ by at most $\tanh K$. If no neighbour disagrees, both sides are zero.

Call the two local fields $x$ and $y$. Agreeing neighbours cancel in the difference, and for the others $|s_j-t_j|=2$, so
$$|x-y|=\Big|\sum_jJ_j(s_j-t_j)\Big|\le2K.$$
This is `hfield`. Next, write the fields as midpoint plus and minus half their difference, $x=\frac{x+y}2+\frac{x-y}2$ and $y=\frac{x+y}2-\frac{x-y}2$. The scalar bound with $a=\frac{x+y}2$ and $J=\frac{x-y}2$ gives
$$|p(x)-p(y)|\le\tanh\frac{|x-y|}2\le\tanh K.$$

The last inequality needs $\tanh$ to be increasing, which the step `mono` obtains from the exact response formula: for $x\le y$, taking $J=\frac{y-x}2\ge0$ makes its right-hand side nonnegative. In the final lines `generalize` replaces the two local fields by plain real numbers, and `h.trans` chains the two inequalities.

```lean
#print axioms HeatBathInfluence.neighbour_influence
#print axioms HeatBathInfluence.configuration_influence
```

```
'HeatBathInfluence.neighbour_influence' depends on axioms: [propext, Classical.choice, Quot.sound]
'HeatBathInfluence.configuration_influence' depends on axioms: [propext, Classical.choice, Quot.sound]
```
